# Strict trapezoidal bounds on the average of exp(sx) over 0 ≤ s ≤ 1

For a real number x ≠ 0, the lemma says that the average of exp(sx) over s from 0 to 1 is strictly less than the trapezoidal value (1 + exp x)/2, and falls short of it by less than x(exp x − 1)/12. In physics such an average appears when a Boltzmann weight is interpolated between two energy levels, with x the energy difference divided by the thermal energy, but the statement itself involves only the real number x. The attempt calls the average K, shows by integration that xK = exp x − 1, and writes x = 2t. It then takes two inequalities between sinh t and cosh t, multiplies them by exp t, and turns them into the two bounds by linear arithmetic.

As first written in Lean, the proof fails:

```lean
import Mathlib

open Matrix

namespace ExpAverageBounds

noncomputable section

variable {n : Type*} [Fintype n]

/-- For `t > 0`, two hyperbolic inequalities that bound `sinh t` from above and below. -/
theorem sinh_bounds {t : ℝ} (ht : 0 < t) :
    Real.sinh t < t * Real.cosh t ∧
      3 * t * Real.cosh t - t * t * Real.sinh t < 3 * Real.sinh t := by
  have h1 : ∀ u : ℝ, 0 < u → Real.sinh u < u * Real.cosh u := by
    intro u hu
    have hm : StrictMonoOn (fun y : ℝ => y * Real.cosh y - Real.sinh y) (Set.Ici 0) := by
      apply strictMonoOn_of_deriv_pos (convex_Ici 0)
        ((continuous_id.mul Real.continuous_cosh).sub Real.continuous_sinh).continuousOn
      intro y hy
      have hy' : 0 < y := by simpa using hy
      have hd : HasDerivAt (fun y : ℝ => y * Real.cosh y - Real.sinh y)
          (y * Real.sinh y) y :=
        (((hasDerivAt_id' y).fun_mul (Real.hasDerivAt_cosh y)).fun_sub
          (Real.hasDerivAt_sinh y)).congr_deriv (by ring)
      change 0 < deriv (fun y : ℝ => y * Real.cosh y - Real.sinh y) y
      rw [hd.deriv]
      exact mul_pos hy' (Real.sinh_pos_iff.mpr hy')
    have h : 0 * Real.cosh 0 - Real.sinh 0 < u * Real.cosh u - Real.sinh u :=
      hm (Set.mem_Ici.mpr le_rfl) (Set.mem_Ici.mpr hu.le) hu
    rw [Real.sinh_zero] at h
    linarith
  refine ⟨h1 t ht, ?_⟩
  -- the derivative of the second difference is `y` times the first difference
  have hd : ∀ y : ℝ, HasDerivAt
      (fun y : ℝ => 3 * Real.sinh y - 3 * y * Real.cosh y + y * y * Real.sinh y)
      (y * (y * Real.cosh y - Real.sinh y)) y := fun y =>
    ((((Real.hasDerivAt_sinh y).const_mul 3).fun_sub
      (((hasDerivAt_id' y).const_mul 3).fun_mul (Real.hasDerivAt_cosh y))).fun_add
      (((hasDerivAt_id' y).fun_mul (hasDerivAt_id' y)).fun_mul
        (Real.hasDerivAt_sinh y))).congr_deriv (by ring)
  have hm : StrictMonoOn
      (fun y : ℝ => 3 * Real.sinh y - 3 * y * Real.cosh y + y * y * Real.sinh y)
      (Set.Ici 0) := by
    apply strictMonoOn_of_deriv_pos (convex_Ici 0)
      (fun y _ => (hd y).continuousAt.continuousWithinAt)
    intro y hy
    have hy' : 0 < y := by simpa using hy
    rw [(hd y).deriv]
    exact mul_pos hy' (sub_pos.mpr (h1 y hy'))
  have h : 3 * Real.sinh 0 - 3 * 0 * Real.cosh 0 + 0 * 0 * Real.sinh 0 <
      3 * Real.sinh t - 3 * t * Real.cosh t + t * t * Real.sinh t :=
    hm (Set.mem_Ici.mpr le_rfl) (Set.mem_Ici.mpr ht.le) ht
  rw [Real.sinh_zero] at h
  linarith

/-- For `x ≠ 0`, the average of `exp (s * x)` over `s` in `[0, 1]` lies strictly below the
trapezoidal value, by less than `x * (exp x - 1) / 12`. -/
theorem exp_average_bounds {x : ℝ} (hx : x ≠ 0) :
    (1 + Real.exp x) / 2 - x * (Real.exp x - 1) / 12 < ∫ s in (0 : ℝ)..1, Real.exp (s * x) ∧
      ∫ s in (0 : ℝ)..1, Real.exp (s * x) < (1 + Real.exp x) / 2 := by
  have hK : x * ∫ s in (0 : ℝ)..1, Real.exp (s * x) = Real.exp x - 1 := by
    have h : ∫ s in (0 : ℝ)..1, x * Real.exp (s * x) = Real.exp (1 * x) - Real.exp (0 * x) :=
      intervalIntegral.integral_eq_sub_of_hasDerivAt (f := fun s => Real.exp (s * x))
        (fun s _ => (((hasDerivAt_id' s).mul_const x).exp).congr_deriv (by ring))
        (Continuous.intervalIntegrable (by fun_prop) _ _)
    rw [intervalIntegral.integral_const_mul] at h
    rw [h, one_mul, zero_mul, Real.exp_zero]
  generalize (∫ s in (0 : ℝ)..1, Real.exp (s * x)) = K at hK ⊢
  obtain ⟨t, rfl⟩ : ∃ t, x = 2 * t := ⟨x / 2, by ring⟩
  have ht : t ≠ 0 := fun h => hx (by rw [h, mul_zero])
  -- both hyperbolic inequalities, multiplied by `t`, hold for either sign of `t`
  have hb : t * Real.sinh t < t ^ 2 * Real.cosh t ∧
      3 * t ^ 2 * Real.cosh t - t ^ 3 * Real.sinh t < 3 * (t * Real.sinh t) := by
    rcases lt_or_gt_of_ne ht with h | h
    · have hn : 0 < -t := by linarith
      obtain ⟨h1, h2⟩ := sinh_bounds hn
      rw [Real.sinh_neg, Real.cosh_neg] at h1 h2
      have h3 := mul_lt_mul_of_pos_left h1 hn
      have h4 := mul_lt_mul_of_pos_left h2 hn
      constructor <;> linarith
    · obtain ⟨h1, h2⟩ := sinh_bounds h
      have h3 := mul_lt_mul_of_pos_left h1 h
      have h4 := mul_lt_mul_of_pos_left h2 h
      constructor <;> linarith
  have he : Real.exp t * Real.exp (-t) = 1 := by rw [← Real.exp_add]; simp
  have h2 : Real.exp (2 * t) = Real.exp t * Real.exp t := by rw [← Real.exp_add]; ring_nf
  have hs : Real.exp t * Real.sinh t = t * K := by
    rw [Real.sinh_eq]
    linear_combination (-1 / 2) * he - (1 / 2) * hK - (1 / 2) * h2
  have hc : Real.exp t * Real.cosh t = (1 + Real.exp (2 * t)) / 2 := by
    rw [Real.cosh_eq]
    linear_combination (1 / 2) * he - (1 / 2) * h2
  have h3 := mul_lt_mul_of_pos_left hb.1 (Real.exp_pos t)
  have h4 := mul_lt_mul_of_pos_left hb.2 (Real.exp_pos t)
  rw [← hK]
  constructor
  · refine lt_of_mul_lt_mul_left (a := t ^ 2) ?_ (sq_nonneg t)
    linear_combination (1 / 3) * h4 + (t - t ^ 3 / 3) * hs - t ^ 2 * hc
  · refine lt_of_mul_lt_mul_left (a := t ^ 2) ?_ (sq_nonneg t)
    linear_combination h3 - t * hs + t ^ 2 * hc

end

end ExpAverageBounds
```

Compiling this gives:

```
Main.lean:99:4: error: ring failed, ring expressions not equal up to an additive constant
K t : ℝ
hx : 2 * t ≠ 0
hK : 2 * t * K = Real.exp (2 * t) - 1
ht : t ≠ 0
hb : t * Real.sinh t < t ^ 2 * Real.cosh t ∧ 3 * t ^ 2 * Real.cosh t - t ^ 3 * Real.sinh t < 3 * (t * Real.sinh t)
he : Real.exp t * Real.exp (-t) = 1
h2 : Real.exp (2 * t) = Real.exp t * Real.exp t
hs : Real.exp t * Real.sinh t = t * K
hc : Real.exp t * Real.cosh t = (1 + Real.exp (2 * t)) / 2
h3 : Real.exp t * (t * Real.sinh t) < Real.exp t * (t ^ 2 * Real.cosh t)
h4 : Real.exp t * (3 * t ^ 2 * Real.cosh t - t ^ 3 * Real.sinh t) < Real.exp t * (3 * (t * Real.sinh t))
⊢ t ^ 3 * Real.exp t * Real.sinh t * (2 / 3) + t ^ 4 * K * (-2 / 3) ≤ 0
```

The mended proof, as a diff:

```diff
@@ -97,5 +97,5 @@
   constructor
   · refine lt_of_mul_lt_mul_left (a := t ^ 2) ?_ (sq_nonneg t)
-    linear_combination (1 / 3) * h4 + (t - t ^ 3 / 3) * hs - t ^ 2 * hc
+    linear_combination (1 / 3) * h4 + (t + t ^ 3 / 3) * hs - t ^ 2 * hc
   · refine lt_of_mul_lt_mul_left (a := t ^ 2) ?_ (sq_nonneg t)
     linear_combination h3 - t * hs + t ^ 2 * hc
```

Diagnosis. The error is a wrong sign in the `linear_combination` that proves the lower bound. This tactic adds up the given facts with the given coefficients and leaves `ring` to check what remains; `ring` does not use hypotheses.

The inequality `h4`, multiplied by 1/3, contains the product `Real.exp t * Real.sinh t` with total coefficient −(t + t³/3) once everything is moved to the left. The equation `hs`, which says that this product equals `t * K`, must therefore be added with coefficient t + t³/3 to replace it. The attempt used t − t³/3, so the terms in t³ did not cancel.

What remained, as the message shows, is 2t³/3 times the difference of the two sides of `hs`. That is zero by `hs`, but `ring` cannot know it. Changing the minus sign to a plus adds exactly the missing multiple of `hs`, and the remainder vanishes.
